# Relative errors in the decaying solution of $x_{n+1}=2t\,x_n-x_{n-1}$ for $t>1$: growth of a starting error upward, decay with the cutoff downward

Every recursion step here is carried out in exact real arithmetic. In the upward run, rounding is represented by a single number, an error $\delta$ in the second starting value; in the downward run, the only error is the one caused by the cutoff. This separates the amplification caused by the recurrence from the supply of new rounding errors. The coefficient $2t$ is held constant, so that both solutions are known in closed form.

## Two error formulas

Let $t>1$ and $\lambda=t+\sqrt{t^2-1}$, so that $\lambda>1$. The recurrence

$$x_{n+2}=2t\,x_{n+1}-x_n$$

has a growing solution $\lambda^n$ and a decaying one $\lambda^{-n}$. The decaying one is called minimal, because it becomes negligible beside any solution that is not a multiple of it.

Suppose that $\lambda^{-n}$ is wanted and the recursion is run upward from $x_0=1$ and $x_1=1/\lambda+\delta$. The signed relative error at index $n$ is

$$\varepsilon_n=\frac{x_n-\lambda^{-n}}{\lambda^{-n}}=\frac{\delta\,\lambda^n(\lambda^n-\lambda^{-n})}{\lambda-1/\lambda},$$

and for $\delta\neq0$ the ratio $\varepsilon_{n+1}/\varepsilon_n$ tends to $\lambda^2$.

Suppose instead that the recursion is run downward from the value $0$ at a cutoff index $n+k$ and $1$ just below it, and that the result is divided by the value reached at index $0$. For $n+k>0$ the relative error at index $n$ is

$$-\frac{\lambda^{2n}-1}{\lambda^{2(n+k)}-1},$$

which tends to $0$ as $k$ grows with $n$ fixed.

## Recurrences for coupling coefficients

Wigner 3j and 6j symbols can be evaluated by three-term recurrences in one angular momentum. Their coefficients vary with the index, and in the classically forbidden part of the range one solution grows while the other decays. The constant-coefficient recurrence is a model of a forbidden region at the upper end of the range, where the wanted symbol decays as the index rises, and it shows why a code should not run upward there. In a forbidden region at the lower end the symbol decays as the index falls, and upward is the stable direction. The cutoff error belongs to the model alone: the range of a 3j or 6j recurrence is finite, and at its upper end the recurrence reduces to two terms, so a downward run starts there without such an error.

Take $t=5/4$, so that $\lambda=2$, and $\delta=10^{-16}$. The upward relative error is $\tfrac23\,10^{-16}(4^n-1)$, which first exceeds one at $n=27$. For the downward run, comparing numerator and denominator shows that the error is at most $\lambda^{-2k}$ in magnitude, whatever $n$ is; this bound is a consequence drawn by hand and is not one of the theorems in the file. For a given $\lambda$, it allows $k$ to be chosen from the tolerance alone.

## Derivation from the two modes

Since $(t+\sqrt{t^2-1})(t-\sqrt{t^2-1})=1$, the inverse of $\lambda$ is $t-\sqrt{t^2-1}$, and therefore $\lambda+1/\lambda=2t$. Each mode then satisfies the recurrence:

$$2t\,\lambda^{n+1}-\lambda^n=(\lambda+\lambda^{-1})\lambda^{n+1}-\lambda^n=\lambda^{n+2},$$

and the same holds with $\lambda$ and $1/\lambda$ exchanged. Since $\lambda\neq1/\lambda$, the equations $A+B=x_0$ and $A\lambda+B/\lambda=x_1$ have a unique solution for any starting values. By induction on two consecutive values, the run is then $x_n=A\lambda^n+B\lambda^{-n}$.

**Upward.** The starting values give $A+B=1$ and $A\lambda+B/\lambda=1/\lambda+\delta$. Substituting $B=1-A$ leaves $A(\lambda-1/\lambda)=\delta$. Hence

$$x_n=\lambda^{-n}+\frac{\delta}{\lambda-1/\lambda}\,(\lambda^n-\lambda^{-n}).$$

Subtracting $\lambda^{-n}$ and multiplying by $\lambda^n$ gives the formula for $\varepsilon_n$. With $q=\lambda^2$ it reads $\varepsilon_n=\delta\,(q^n-1)/(\lambda-1/\lambda)$, so for $\delta\neq0$ and $n\ge1$

$$\frac{\varepsilon_{n+1}}{\varepsilon_n}=\frac{q^{n+1}-1}{q^n-1}=q+\frac{q-1}{q^n-1}\longrightarrow q.$$

One factor $\lambda$ comes from the growth of the absolute error and the other from the decay of the solution itself.

**Downward.** The recurrence is unchanged when the order of the indices is reversed. Let $y_m$ be the value $m$ steps below the cutoff, with $y_0=0$ and $y_1=1$. The amplitudes are $\pm1/(\lambda-1/\lambda)$, so $y_m=(\lambda^m-\lambda^{-m})/(\lambda-1/\lambda)$. Index $n$ lies $k$ steps below the cutoff and index $0$ lies $n+k$ steps below it. The normalised estimate is $y_k/y_{n+k}$, and its relative error is

$$\lambda^n\,\frac{\lambda^k-\lambda^{-k}}{\lambda^{n+k}-\lambda^{-(n+k)}}-1
=\frac{\lambda^{-(n+k)}-\lambda^{n-k}}{\lambda^{n+k}-\lambda^{-(n+k)}}
=-\frac{\lambda^{2n}-1}{\lambda^{2(n+k)}-1}.$$

The last step multiplies numerator and denominator by $\lambda^{n+k}$. The denominator grows without bound as $k\to\infty$, which gives the limit.

## The Lean file

```lean
import Mathlib

open Filter Topology

namespace CouplingRecurrenceStability

noncomputable section

/-- The growth factor `λ = t + √(t² - 1)` of the three-term recurrence. -/
def growth (t : ℝ) : ℝ := t + Real.sqrt (t ^ 2 - 1)

/-- The recursion `x (n+2) = 2 t x (n+1) - x n`, run from the starting values `a` and `b`. -/
def run (t a b : ℝ) : ℕ → ℝ
  | 0 => a
  | 1 => b
  | n + 2 => 2 * t * run t a b (n + 1) - run t a b n

/-- The relative error of a computed value `v` against the minimal solution `λ⁻ⁿ`. -/
def relError (t : ℝ) (n : ℕ) (v : ℝ) : ℝ :=
  (v - (growth t ^ n)⁻¹) / (growth t ^ n)⁻¹

/-- The downward-recursion estimate at index `n`: start with `0` at the cutoff `n + k` and `1` just
below it, recur down, and divide by the value reached at index `0`. -/
def backward (t : ℝ) (n k : ℕ) : ℝ := run t 0 1 k / run t 0 1 (n + k)

/-- For `t > 1` the growth factor exceeds one, and it and its inverse add up to `2 t`. -/
theorem growth_spec {t : ℝ} (ht : 1 < t) :
    1 < growth t ∧ growth t + (growth t)⁻¹ = 2 * t := by
  have hs : Real.sqrt (t ^ 2 - 1) * Real.sqrt (t ^ 2 - 1) = t ^ 2 - 1 :=
    Real.mul_self_sqrt (by nlinarith)
  have h0 := Real.sqrt_nonneg (t ^ 2 - 1)
  have hinv : (growth t)⁻¹ = t - Real.sqrt (t ^ 2 - 1) := by
    apply inv_eq_of_mul_eq_one_right
    unfold growth
    linear_combination -hs
  refine ⟨by unfold growth; linarith, ?_⟩
  rw [hinv]
  unfold growth
  ring

/-- For `t > 1`, if the amplitudes `A` and `B` reproduce the two starting values, then the run
equals `A λⁿ + B λ⁻ⁿ` at every index `n`. -/
theorem run_modes {t : ℝ} (ht : 1 < t) {a b A B : ℝ} (h0 : a = A + B)
    (h1 : b = A * growth t + B * (growth t)⁻¹) (n : ℕ) :
    run t a b n = A * growth t ^ n + B * (growth t)⁻¹ ^ n := by
  obtain ⟨hL, hs⟩ := growth_spec ht
  have hp : growth t * (growth t)⁻¹ = 1 := mul_inv_cancel₀ (by linarith)
  generalize (growth t)⁻¹ = u at *
  generalize growth t = L at *
  -- two consecutive values are carried through the induction
  have key : ∀ m : ℕ, run t a b m = A * L ^ m + B * u ^ m ∧
      run t a b (m + 1) = A * L ^ (m + 1) + B * u ^ (m + 1) := by
    intro m
    induction m with
    | zero => exact ⟨by simpa [run] using h0, by simpa [run] using h1⟩
    | succ m ih =>
      obtain ⟨i1, i2⟩ := ih
      refine ⟨i2, ?_⟩
      have hr : run t a b (m + 1 + 1) = 2 * t * run t a b (m + 1) - run t a b m := rfl
      linear_combination hr + 2 * t * i2 - i1 - (A * L ^ (m + 1) + B * u ^ (m + 1)) * hs
        + (A * L ^ m + B * u ^ m) * hp
  exact (key n).1

/-- Exact starting values `1` and `1/λ` reproduce the minimal solution `λ⁻ⁿ`. -/
theorem run_minimal {t : ℝ} (ht : 1 < t) (n : ℕ) :
    run t 1 (growth t)⁻¹ n = (growth t ^ n)⁻¹ := by
  rw [run_modes ht (A := 0) (B := 1) (by ring) (by ring) n, inv_pow]
  ring

/-- The growth factor differs from its inverse when `t > 1`. -/
theorem growth_sub_inv_ne_zero {t : ℝ} (ht : 1 < t) : growth t - (growth t)⁻¹ ≠ 0 := by
  have hL := (growth_spec ht).1
  have := inv_lt_one_of_one_lt₀ hL
  exact (by linarith : 0 < growth t - (growth t)⁻¹).ne'

/-- An error `δ` in the second starting value gives, at index `n` of the upward run, the relative
error `δ λⁿ (λⁿ - λ⁻ⁿ) / (λ - 1/λ)`. -/
theorem forward_relError {t : ℝ} (ht : 1 < t) (δ : ℝ) (n : ℕ) :
    relError t n (run t 1 ((growth t)⁻¹ + δ) n) =
      δ * growth t ^ n * (growth t ^ n - (growth t ^ n)⁻¹) / (growth t - (growth t)⁻¹) := by
  have hA : δ / (growth t - (growth t)⁻¹) * (growth t - (growth t)⁻¹) = δ :=
    div_mul_cancel₀ _ (growth_sub_inv_ne_zero ht)
  -- the starting error excites the growing mode with amplitude δ / (λ - 1/λ)
  have h := run_modes ht (a := 1) (b := (growth t)⁻¹ + δ)
    (A := δ / (growth t - (growth t)⁻¹)) (B := 1 - δ / (growth t - (growth t)⁻¹))
    (by ring) (by linear_combination -hA) n
  unfold relError
  rw [h, inv_pow, div_inv_eq_mul]
  ring

/-- For any nonzero error `δ` in the second starting value, the ratio of successive relative errors
in upward recursion tends to `λ²`. -/
theorem forward_error_ratio {t δ : ℝ} (ht : 1 < t) (hδ : δ ≠ 0) :
    Tendsto (fun n : ℕ => relError t (n + 1) (run t 1 ((growth t)⁻¹ + δ) (n + 1)) /
      relError t n (run t 1 ((growth t)⁻¹ + δ) n)) atTop (𝓝 (growth t ^ 2)) := by
  have hL := (growth_spec ht).1
  have hc : δ / (growth t - (growth t)⁻¹) ≠ 0 := div_ne_zero hδ (growth_sub_inv_ne_zero ht)
  -- the relative error is a constant times λ^(2n) - 1
  have key : ∀ n : ℕ, relError t n (run t 1 ((growth t)⁻¹ + δ) n) =
      δ / (growth t - (growth t)⁻¹) * ((growth t ^ 2) ^ n - 1) := by
    intro n
    have hp : growth t ^ n * (growth t ^ n)⁻¹ = 1 :=
      mul_inv_cancel₀ (pow_ne_zero _ (by linarith))
    rw [forward_relError ht]
    linear_combination (-(δ / (growth t - (growth t)⁻¹))) * hp
  have hq : 1 < growth t ^ 2 := by nlinarith
  generalize growth t ^ 2 = q at *
  have hT : Tendsto (fun n : ℕ => q ^ n - 1) atTop atTop := by
    simpa only [sub_eq_add_neg] using
      tendsto_atTop_add_const_right atTop (-1 : ℝ) (tendsto_pow_atTop_atTop_of_one_lt hq)
  have h3 : Tendsto (fun n : ℕ => (q ^ n - 1)⁻¹) atTop (𝓝 0) :=
    tendsto_inv_atTop_zero.comp hT
  have h4 := (h3.const_mul (q - 1)).const_add q
  rw [mul_zero, add_zero] at h4
  refine h4.congr' ?_
  filter_upwards [eventually_ge_atTop 1] with n hn
  have hne : q ^ n - 1 ≠ 0 := (sub_pos.2 (one_lt_pow₀ hq (by omega))).ne'
  rw [key (n + 1), key n, mul_div_mul_left _ _ hc, eq_div_iff hne, add_mul,
    mul_assoc (q - 1), inv_mul_cancel₀ hne]
  ring

/-- Downward recursion from the cutoff `n + k` has relative error
`-(λ^(2n) - 1) / (λ^(2(n+k)) - 1)` at index `n`. -/
theorem backward_relError {t : ℝ} (ht : 1 < t) {n k : ℕ} (hnk : 0 < n + k) :
    relError t n (backward t n k) =
      -((growth t ^ (2 * n) - 1) / (growth t ^ (2 * (n + k)) - 1)) := by
  have hL := (growth_spec ht).1
  have hd := growth_sub_inv_ne_zero ht
  have hrun : ∀ m : ℕ, run t 0 1 m =
      (growth t - (growth t)⁻¹)⁻¹ * (growth t ^ m - (growth t ^ m)⁻¹) := by
    intro m
    have hA := inv_mul_cancel₀ hd
    rw [run_modes ht (A := (growth t - (growth t)⁻¹)⁻¹)
      (B := -(growth t - (growth t)⁻¹)⁻¹) (by ring) (by linear_combination -hA) m, inv_pow]
    ring
  have hbig : 1 < growth t ^ (n + k) := one_lt_pow₀ hL (by omega)
  have hp : growth t ^ n ≠ 0 := pow_ne_zero _ (by linarith)
  have hr : growth t ^ k ≠ 0 := pow_ne_zero _ (by linarith)
  have e1 : growth t ^ (2 * n) = (growth t ^ n) ^ 2 := by ring
  have e2 : growth t ^ (2 * (n + k)) = (growth t ^ n) ^ 2 * (growth t ^ k) ^ 2 := by ring
  unfold relError backward
  -- the common normalisation of the downward run cancels
  rw [hrun k, hrun (n + k), mul_div_mul_left _ _ (inv_ne_zero hd), e1, e2]
  rw [pow_add] at hbig ⊢
  generalize growth t ^ n = p at *
  generalize growth t ^ k = r at *
  have hD : p ^ 2 * r ^ 2 - 1 ≠ 0 := by
    have : 0 < p ^ 2 * r ^ 2 - 1 := by nlinarith
    exact this.ne'
  have hE : p * r - (p * r)⁻¹ ≠ 0 := by
    have := inv_lt_one_of_one_lt₀ hbig
    exact (by linarith : 0 < p * r - (p * r)⁻¹).ne'
  have hquot : (r - r⁻¹) / (p * r - (p * r)⁻¹) = p * (r ^ 2 - 1) / (p ^ 2 * r ^ 2 - 1) := by
    rw [div_eq_div_iff hE hD]
    field_simp
  rw [hquot, div_inv_eq_mul, sub_mul, inv_mul_cancel₀ hp]
  field_simp
  ring

/-- At every fixed index the relative error of downward recursion tends to zero as the
cutoff is raised. -/
theorem backward_converges {t : ℝ} (ht : 1 < t) (n : ℕ) :
    Tendsto (fun k : ℕ => relError t n (backward t n k)) atTop (𝓝 0) := by
  have hL := (growth_spec ht).1
  have hidx : Tendsto (fun k : ℕ => 2 * (n + k)) atTop atTop :=
    tendsto_atTop_mono (fun k => by show k ≤ 2 * (n + k); omega) tendsto_id
  have hT : Tendsto (fun k : ℕ => growth t ^ (2 * (n + k)) - 1) atTop atTop := by
    simpa only [sub_eq_add_neg, Function.comp_apply] using
      tendsto_atTop_add_const_right atTop (-1 : ℝ)
        ((tendsto_pow_atTop_atTop_of_one_lt hL).comp hidx)
  have h := (hT.const_div_atTop (growth t ^ (2 * n) - 1)).neg
  rw [neg_zero] at h
  refine h.congr' ?_
  filter_upwards [eventually_ge_atTop 1] with k hk
  exact (backward_relError ht (by omega)).symm

end

end CouplingRecurrenceStability
```

```lean
#print axioms CouplingRecurrenceStability.run_minimal
#print axioms CouplingRecurrenceStability.forward_error_ratio
#print axioms CouplingRecurrenceStability.backward_relError
#print axioms CouplingRecurrenceStability.backward_converges
```

```
'CouplingRecurrenceStability.run_minimal' depends on axioms: [propext, Classical.choice, Quot.sound]
'CouplingRecurrenceStability.forward_error_ratio' depends on axioms: [propext, Classical.choice, Quot.sound]
'CouplingRecurrenceStability.backward_relError' depends on axioms: [propext, Classical.choice, Quot.sound]
'CouplingRecurrenceStability.backward_converges' depends on axioms: [propext, Classical.choice, Quot.sound]
```

## From the definitions to the error theorems

`growth t` is $\lambda$. `run t a b n` is the value after $n$ applications of the index shift, starting from $x_0=a$ and $x_1=b$; it is defined by the update rule and not by the closed form. `relError t n v` is the signed relative error of a real number `v` against $\lambda^{-n}$. `backward t n k` is the quotient $y_k/y_{n+k}$, which uses the same `run` with its index counted down from the cutoff.

`growth_spec` supplies $\lambda>1$ and $\lambda+1/\lambda=2t$. `run_modes` is the superposition formula, and `run_minimal` applies it with $A=0$, $B=1$ to confirm that exact starting values reproduce $\lambda^{-n}$. `growth_sub_inv_ne_zero` permits division by $\lambda-1/\lambda$.

`forward_relError` inserts the amplitudes found above and holds for every real $\delta$ and every $n$, including $n=0$, where the error is zero. `forward_error_ratio` adds the hypothesis $\delta\neq0$. Its internal statement `key` rewrites the error as a constant times $q^n-1$, and the limit is taken of $q+(q-1)/(q^n-1)$. The two expressions are identified only for $n\ge1$, since the ratio at $n=0$ has a zero denominator; a limit is unaffected by one term.

`backward_relError` assumes $n+k>0$, so that the value used for normalisation is not zero. It obtains $y_m$ from `run_modes`, cancels the common factor and simplifies the quotient. `backward_converges` lets the denominator go to infinity.

## The induction step as a `linear_combination`

Everything about the recurrence passes through `run_modes`, and its induction step is closed by the tactic `linear_combination`. The user supplies a sum of known equations, each multiplied by a coefficient. The tactic then checks, by normalisation in a commutative ring, that this sum accounts for the goal exactly.

Before the induction, `generalize` replaces $\lambda$ and $1/\lambda$ by plain variables `L` and `u`. What remains known about them includes `hs`, which says $L+u=2t$, and `hp`, which says $Lu=1$. Square roots and inverses have disappeared, and the step is a polynomial identity.

Write $X_m=AL^m+Bu^m$. The recursion `hr` and the induction hypotheses `i1` and `i2` reduce the goal to $2t\,X_{m+1}-X_m=X_{m+2}$. Subtracting $X_{m+1}$ times `hs` replaces $2t$ by $L+u$, and adding $X_m$ times `hp` supplies the product $Lu$. The remaining identity,

$$(L+u)X_{m+1}-Lu\,X_m=X_{m+2},$$

holds by expansion. The coefficients in the Lean line are therefore the substitutions made by hand, recorded as multipliers.

## Reach of the theorems for a working code

For the constant-coefficient recurrence with $t>1$, the two error formulas are exact identities over the real numbers, and the two limits follow without further assumptions beyond $\delta\neq0$ in the upward case. The upward formula covers an error in the second starting value only, and the downward formula covers only the error caused by the cutoff. Errors committed at later steps, an error in the first starting value, and overflow or underflow in floating-point arithmetic are not modelled.

The hypothesis $t>1$ selects growing and decaying modes of constant sign. It excludes $t<-1$, where the growing and decaying modes alternate in sign, $t=\pm1$, where the two modes coincide, and $|t|<1$, where the solutions oscillate. The file doesn't treat the index-dependent coefficients of the actual 3j and 6j recurrences, so its growth factor should not be read as an error bound for those symbols. The downward limit is stated for each fixed $n$ and assumes that the exact value at index $0$, here $1$, is available for normalisation.
